# Relabelling operators in a fermionic Wick sum when contractions transform by a ring homomorphism

The fermionic Wick sum of a finite operator string contracts the first operator with each later one, with alternating signs, and treats the remaining string in the same way; the empty string gives 1. `wick_map` says that if relabelling the operators by `g` changes every contraction by a ring homomorphism `φ`, so that `d (g x) (g y) = φ (c x y)`, then the Wick sum of the relabelled string is `φ` of the original one. The contractions are arbitrary elements of commutative rings, and no state or Hamiltonian enters. The proof goes by induction on a bound for the string's length, expanding along the first operator, and uses two auxiliary facts: that removal sums are compatible with relabelling (`hmap`) and with `φ` (`hφ`).

As first written in Lean, the proof fails:

```lean
import Mathlib

open Finset

namespace WickReversal

noncomputable section

variable {I J K R : Type*} [CommRing K] [CommRing R]

/-- The alternating sum over all ways of taking one operator out of a string; `F` receives
the removed operator and the remaining string. -/
def signedSum (F : I → List I → K) (L : List I) : K :=
  ∑ j : Fin L.length, (-1) ^ (j : ℕ) * F (L.get j) (L.eraseIdx j)

/-- The fermionic Wick sum of an operator string: the first operator is contracted with each
later one, with alternating signs, and the remaining string is treated in the same way. -/
def wick (c : I → I → K) : List I → K
  | [] => 1
  | x :: L => ∑ j : Fin L.length,
      (-1) ^ (j : ℕ) * (c x (L.get j) * wick c (L.eraseIdx j))
termination_by L => L.length
decreasing_by
  have h := List.length_eraseIdx_of_lt j.isLt
  simp only [List.length_cons]
  omega

/-- In a string with first operator `a`, either `a` is removed, or a later operator is removed
with one additional sign. -/
theorem signedSum_cons (F : I → List I → K) (a : I) (L : List I) :
    signedSum F (a :: L) = F a L - signedSum (fun y M => F y (a :: M)) L := by
  unfold signedSum
  change ∑ j : Fin (L.length + 1),
    (-1 : K) ^ (j : ℕ) * F ((a :: L).get j) ((a :: L).eraseIdx j) = _
  rw [Fin.sum_univ_succ, sub_eq_add_neg, ← Finset.sum_neg_distrib]
  refine congrArg₂ (· + ·) ?_ ?_
  · change (-1 : K) ^ 0 * F a L = F a L
    simp
  · refine Finset.sum_congr rfl fun j _ => ?_
    change (-1 : K) ^ ((j : ℕ) + 1) * F (L.get j) (a :: L.eraseIdx j) =
      -((-1) ^ (j : ℕ) * F (L.get j) (a :: L.eraseIdx j))
    ring

/-- Two removal sums over a string agree if their summands agree on all remaining strings
that are one operator shorter. -/
theorem signedSum_congr {F G : I → List I → K} (L : List I)
    (h : ∀ y M, M.length + 1 = L.length → F y M = G y M) :
    signedSum F L = signedSum G L := by
  unfold signedSum
  refine Finset.sum_congr rfl fun j _ => ?_
  have hj := j.isLt
  have hl := List.length_eraseIdx_of_lt hj
  rw [h _ _ (by omega)]

/-- The Wick sum expanded along the first operator, written as a removal sum. -/
theorem wick_cons (c : I → I → K) (x : I) (L : List I) :
    wick c (x :: L) = signedSum (fun y M => c x y * wick c M) L := by
  rw [wick, signedSum]

/-- If relabelling the operators acts on contractions as a ring homomorphism, it acts on
every Wick sum as the same homomorphism. -/
theorem wick_map (φ : K →+* R) (g : I → J) (c : I → I → K) (d : J → J → R)
    (h : ∀ x y, d (g x) (g y) = φ (c x y)) (L : List I) :
    wick d (L.map g) = φ (wick c L) := by
  have hmap : ∀ (F : J → List J → R) (L : List I),
      signedSum F (L.map g) = signedSum (fun y M => F (g y) (M.map g)) L := by
    intro F L
    induction L generalizing F with
    | nil => simp [signedSum]
    | cons a L ih =>
      rw [List.map_cons, signedSum_cons, signedSum_cons, ih]
      simp only [List.map_cons]
  have hφ : ∀ (F : I → List I → K) (L : List I),
      φ (signedSum F L) = signedSum (fun y M => φ (F y M)) L := by
    intro F L
    simp [signedSum, map_sum]
  have main : ∀ (n : ℕ) (L : List I), L.length < n →
      wick d (L.map g) = φ (wick c L) := by
    intro n
    induction n with
    | zero => intro L hL; omega
    | succ n ih =>
      intro L hL
      cases L with
      | nil => simp [wick]
      | cons x L =>
        have hL' : L.length < n := by simpa using hL
        rw [List.map_cons, wick_cons, hmap, wick_cons, hφ]
        refine signedSum_congr _ fun y M hM => ?_
        rw [h, ih M (by omega), map_mul]
  exact main _ L (Nat.lt_succ_self _)

end

end WickReversal
```

Lean reports:

```
Main.lean:69:10: error: unsolved goals
case nil
I : Type u_1
J : Type u_2
K : Type u_3
R : Type u_4
inst✝¹ : CommRing K
inst✝ : CommRing R
φ : K →+* R
g : I → J
c : I → I → K
d : J → J → R
h : ∀ (x y : I), d (g x) (g y) = φ (c x y)
L : List I
F : J → List J → R
⊢ ∑ x, (-1) ^ ↑x * F [][↑x] [] = 0
```

Cause. The error is in the empty-string case of `hmap`. Both sides are sums over no terms, and `simp [signedSum]` has reduced the right one to `0`, but the left one is still there.

On the left, the string is `List.map g []`. Unfolding `signedSum` puts its length into the index type of the sum, `Fin (List.map g []).length`. `simp` can simplify the list inside the summand, where the message shows `[]`, but it does not rewrite the index type, on which the rest of the sum depends. The message does not print that type. With `List.map` still in it, `simp` does not recognise the type as empty, and so does not reduce the sum to `0`.

The repair runs `rw [List.map_nil]` first, while the list is still a plain argument of `signedSum`. When `simp [signedSum]` then unfolds the definition, the left sum is indexed by `Fin [].length`, like the right one, and both reduce to `0`. Placing the two tactics on separate lines is only layout.

As a diff, the version that Lean accepts:

```diff
@@ -67,5 +67,7 @@
     intro F L
     induction L generalizing F with
-    | nil => simp [signedSum]
+    | nil =>
+      rw [List.map_nil]
+      simp [signedSum]
     | cons a L ih =>
       rw [List.map_cons, signedSum_cons, signedSum_cons, ih]
```
